# The operator norm of a fermion annihilation operator equals the norm of its orbital

Take one fermion mode, with the empty state first and the occupied state second. For a complex amplitude $z$, the annihilation matrix, its adjoint and their product are

$$a=\begin{pmatrix}0&\bar z\\0&0\end{pmatrix},\qquad a^*=\begin{pmatrix}0&0\\z&0\end{pmatrix},\qquad n=a^*a=\begin{pmatrix}0&0\\0&|z|^2\end{pmatrix}.$$

Two relations hold: $a^2=0$ and $aa^*+a^*a=|z|^2\,1$. The matrix $n$ is the number operator multiplied by $|z|^2$, so $n^2=|z|^2n$. The operator norm satisfies $\|n^2\|=\|n\|^2$ and $\|n\|=\|a\|^2$, and therefore $\|a\|^4=|z|^2\|a\|^2$. For $z\neq0$ this gives $\|a\|=|z|$, and for $z=0$ both sides vanish.

The argument never needs the matrix entries. Let $a$ be an element of a nontrivial complex C\*-algebra with $a^2=0$ and $aa^*+a^*a=s\,1$ for a real number $s$. Then $\|a\|^2=s$. For annihilation operators $a(f)$ that obey the canonical anticommutation relations, $s=\|f\|^2$ and hence $\|a(f)\|=\|f\|$.

## The anticommutation relations

The algebra `A` contains the operators, and `star` is the adjoint. The space `H` contains the orbitals. It is a complex inner product space of any dimension, and neither `H` nor `A` has to be complete.

```lean
import Mathlib

open scoped InnerProductSpace

namespace FermionOperatorNorm

section Algebra

variable {A : Type*} [Ring A] [StarRing A] [Algebra ℂ A]
variable {H : Type*} [NormedAddCommGroup H] [InnerProductSpace ℂ H]
```

The relations are collected in a structure:

```lean
/-- The canonical anticommutation relations for annihilation operators `a f`
labelled by orbitals `f`, with creation operators `star (a f)`. -/
structure IsCAR (a : H →ₗ⋆[ℂ] A) : Prop where
  anticomm : ∀ f g, a f * a g + a g * a f = 0
  anticomm_star : ∀ f g,
    a f * star (a g) + star (a g) * a f = (inner ℂ f g : ℂ) • (1 : A)
```

The field `anticomm` says $a(f)a(g)+a(g)a(f)=0$, which is the antisymmetry of the many-fermion state under exchange. The field `anticomm_star` says $a(f)a(g)^*+a(g)^*a(f)=\langle f,g\rangle\,1$, so that overlaps between orbitals appear as scalars. The orbitals need be neither orthogonal nor normalised.

The arrow `→ₗ⋆[ℂ]` makes $a$ conjugate-linear, so $a(cf)=\bar c\,a(f)$. This matches the inner product, which is conjugate-linear in its first argument. If $1\neq0$ in `A`, a complex-linear $a$ would contradict the second relation as soon as there is a nonzero orbital: replacing $f$ by $if$ would multiply the left side by $i$ and the right side by $-i$.

The relations are assumed of a given map $a$. The file constructs such a map only for a single mode.

## Pauli exclusion: $a^2=0$

Physically, $a^2=0$ says that the same orbital cannot be emptied twice. By hand, it enters when the product $n^2$ is reordered:

$$n^2=a^*(aa^*)a=a^*(aa^*+a^*a)a-a^*a^*(aa)=s\,a^*a=sn.$$

The subtracted product vanishes because $aa=0$, and the bracket is the scalar $s$. In the file this is `number_sq`, whose `calc` block first reorders the product and then substitutes these two values.

```lean
/-- The unnormalised number operator `n = a* a` satisfies `n² = s n`. -/
theorem number_sq {a : A} {s : ℝ} (ha : a * a = 0)
    (h : a * star a + star a * a = (s : ℂ) • (1 : A)) :
    (star a * a) * (star a * a) = (s : ℂ) • (star a * a) := by
  calc (star a * a) * (star a * a)
      = star a * (a * star a + star a * a) * a - star a * star a * (a * a) := by
        simp only [mul_add, add_mul, mul_assoc, add_sub_cancel_right]
    _ = (s : ℂ) • (star a * a) := by
        rw [h, ha]
        simp
```

Without exclusion the norm formula can fail. A Majorana operator $\gamma$ with $\gamma^*=\gamma$ and $\gamma^2=1$ satisfies $\gamma\gamma^*+\gamma^*\gamma=2\cdot1$, so $s=2$, yet its norm is $1$.

## A scalar anticommutator

The second hypothesis, $aa^*+a^*a=s\,1$, fixes the scale of the operator. For a normalised orbital, $s=1$, and the relation says that the probabilities of finding the orbital empty and occupied add to one. The derivation uses it in the reordering above and again in the square of the Majorana combination $x=a+a^*$:

$$x^2=a^2+(a^*)^2+aa^*+a^*a=s\,1,$$

where $(a^*)^2=(a^2)^*=0$. The theorem `majorana_sq` expands the product and substitutes these values.

```lean
/-- The Majorana combination `a + a*` squares to the scalar `s`. -/
theorem majorana_sq {a : A} {s : ℝ} (ha : a * a = 0)
    (h : a * star a + star a * a = (s : ℂ) • (1 : A)) :
    (a + star a) * (a + star a) = (s : ℂ) • (1 : A) := by
  have hs : star a * star a = 0 := by rw [← star_mul, ha, star_zero]
  calc (a + star a) * (a + star a)
      = a * a + star a * star a + (a * star a + star a * a) := by
        simp only [mul_add, add_mul]
        abel
    _ = (s : ℂ) • (1 : A) := by
        rw [ha, hs, h]
        simp

end Algebra
```

If the anticommutator is not a scalar, there is no single $s$ to compare with. The block-diagonal matrix with blocks $\begin{pmatrix}0&1\\0&0\end{pmatrix}$ and $\begin{pmatrix}0&2\\0&0\end{pmatrix}$ squares to zero, but its anticommutator with its adjoint is $\mathrm{diag}(1,1,4,4)$.

Lean takes $s$ as a real number, written `(s : ℂ)` where it multiplies an algebra element. The condition $s\ge0$ is not assumed. It has to be derived, because taking norms in $n^2=sn$ produces $|s|$ and loses the sign.

## The C\*-identity

The identity $\|b^*b\|=\|b\|^2$ ties the norm to the adjoint. The operator norm on a Hilbert space has this property. In Lean it is the class `CStarRing`, while `StarModule` ensures that the adjoint conjugates complex scalars.

Its first use is to establish the sign of $s$. Suppose that $x^*=x$, that $x^2=s\,1$, and that $s<0$. Put $c=i\sqrt{-s}$, so that $c^2=s$, $\bar c=-c$ and $c\neq0$. With $y=x+c\,1$ we have $y^*=x-c\,1$ and

$$y^*y=(x-c\,1)(x+c\,1)=x^2-c^2\,1=0.$$

The C\*-identity gives $\|y\|^2=0$, hence $y=0$ and $y^*=0$. Subtracting the two yields $2c\,1=0$, which is impossible when $1\neq0$ in the algebra. So $s\ge0$.

```lean
section Norm

variable {A : Type*} [NormedRing A] [StarRing A] [CStarRing A]
  [NormedAlgebra ℂ A] [StarModule ℂ A] [Nontrivial A]
variable {H : Type*} [NormedAddCommGroup H] [InnerProductSpace ℂ H]

/-- If the square of a self-adjoint element is a real multiple `s` of the identity,
then `s` is nonnegative. -/
theorem scale_nonneg_of_selfAdjoint_sq {x : A} {s : ℝ} (hx : star x = x)
    (hxx : x * x = (s : ℂ) • (1 : A)) : 0 ≤ s := by
  by_contra hneg
  have hs : 0 < -s := by linarith [not_le.mp hneg]
  -- a negative `s` has an imaginary square root `c`
  obtain ⟨c, hc, hcc, hc0⟩ : ∃ c : ℂ, star c = -c ∧ c * c = (s : ℂ) ∧ c ≠ 0 := by
    have hr : 0 < Real.sqrt (-s) := Real.sqrt_pos.mpr hs
    have hrr : Real.sqrt (-s) * Real.sqrt (-s) = -s := Real.mul_self_sqrt hs.le
    have hrc : (Real.sqrt (-s) : ℂ) * (Real.sqrt (-s) : ℂ) = -(s : ℂ) := by
      exact_mod_cast hrr
    refine ⟨(Real.sqrt (-s) : ℂ) * Complex.I, ?_, ?_, ?_⟩
    · apply Complex.ext <;> simp
    · linear_combination (Real.sqrt (-s) : ℂ) ^ 2 * Complex.I_sq - hrc
    · exact mul_ne_zero (by exact_mod_cast hr.ne') Complex.I_ne_zero
  have hy : star (x + c • (1 : A)) = x - c • (1 : A) := by
    rw [star_add, hx, star_smul, hc, star_one, neg_smul, sub_eq_add_neg]
  -- the C*-identity forces `x + c` to vanish
  have hyy : star (x + c • (1 : A)) * (x + c • (1 : A)) = 0 := by
    rw [hy]
    simp only [sub_mul, mul_add, smul_mul_assoc, mul_smul_comm, one_mul, mul_one,
      smul_sub, smul_smul]
    rw [hxx, hcc]
    abel
  have h0 : x + c • (1 : A) = 0 := (CStarRing.star_mul_self_eq_zero_iff _).1 hyy
  have h1 : x - c • (1 : A) = 0 := by rw [← hy, h0, star_zero]
  have h2 : (2 * c) • (1 : A) = 0 := by
    calc (2 * c) • (1 : A) = (x + c • (1 : A)) - (x - c • (1 : A)) := by module
      _ = 0 := by rw [h0, h1, sub_zero]
  rcases smul_eq_zero.1 h2 with h3 | h3
  · exact mul_ne_zero two_ne_zero hc0 h3
  · exact one_ne_zero h3
```

In the proof, `obtain` supplies $c$ with its three properties, `hyy` is the displayed product, `h0` applies the C\*-identity, and `h2` is the subtraction.

The second use is in the norm calculation. Since $n^*=n$, the identity gives $\|n^2\|=\|n\|^2$, and applied to $a$ it gives $\|n\|=\|a\|^2$. Taking norms in $n^2=sn$ with $s\ge0$ therefore leads to

$$\|a\|^4=s\,\|a\|^2.$$

If $a\neq0$, dividing by $\|a\|^2$ gives $\|a\|^2=s$.

With a norm that lacks the identity, the result can be false. For two orthonormal modes, the annihilation operator of either mode has $s=1$. In the occupation basis it is a $4\times4$ matrix with two nonzero entries of modulus one, so its Frobenius norm is $\sqrt2$.

## An identity element that is not zero

The assumption `Nontrivial A` excludes the algebra whose only element is $0$. Physically, there has to be at least one state to act on. In the zero algebra both relations hold for every $s$, while the norm of the only element is $0$, so no formula for $s$ could follow.

By hand, the assumption is needed in two places. One is the contradiction $2c\,1=0$ above. The other is the case $a=0$, where the anticommutator relation reads $0=s\,1$ and $1\neq0$ forces $s=0$, in agreement with $\|a\|^2=0$.

```lean
/-- An element with `a² = 0` and `a a* + a* a = s` for a real number `s`
has squared norm `s`. -/
theorem norm_sq_eq_scale {a : A} {s : ℝ} (ha : a * a = 0)
    (h : a * star a + star a * a = (s : ℂ) • (1 : A)) : ‖a‖ ^ 2 = s := by
  have hs : 0 ≤ s :=
    scale_nonneg_of_selfAdjoint_sq (x := a + star a)
      (by rw [star_add, star_star, add_comm]) (majorana_sq ha h)
  by_cases h0 : a = 0
  · have h1 : (s : ℂ) • (1 : A) = 0 := by
      rw [← h]
      simp [h0]
    rcases smul_eq_zero.1 h1 with h2 | h2
    · have h3 : s = 0 := by exact_mod_cast h2
      simp [h0, h3]
    · exact absurd h2 one_ne_zero
  · -- take norms in `n² = s n` and use the C*-identity twice
    have hp : star (star a * a) = star a * a := by rw [star_mul, star_star]
    have h1 : ‖(star a * a) * (star a * a)‖ = ‖star a * a‖ * ‖star a * a‖ := by
      have h2 := CStarRing.norm_star_mul_self (x := star a * a)
      rwa [hp] at h2
    have hn := congrArg norm (number_sq ha h)
    rw [h1, norm_smul, CStarRing.norm_star_mul_self, Complex.norm_real,
      Real.norm_of_nonneg hs] at hn
    have hne : ‖a‖ * ‖a‖ ≠ 0 :=
      mul_ne_zero (norm_ne_zero_iff.2 h0) (norm_ne_zero_iff.2 h0)
    rw [sq]
    exact mul_right_cancel₀ hne hn
```

The proof of `norm_sq_eq_scale` first obtains `hs` from the Majorana combination, then splits on whether $a$ is zero. In the nonzero case, `hn` starts as the norm of both sides of `number_sq` and is rewritten into $\|a\|^4=s\|a\|^2$. The final `mul_right_cancel₀` is the division by $\|a\|^2$.

## Orbitals as the source of the scale

For a family that satisfies `IsCAR`, both hypotheses on a single element come from setting $g=f$. The first relation becomes $2a(f)^2=0$, hence $a(f)^2=0$. The second becomes

$$a(f)a(f)^*+a(f)^*a(f)=\langle f,f\rangle\,1=\|f\|^2\,1.$$

So $s=\|f\|^2$ and $\|a(f)\|^2=\|f\|^2$. Both norms are nonnegative, and taking square roots gives the result.

```lean
/-- The annihilation operator of an orbital `f` has norm exactly `‖f‖`. -/
theorem norm_annihilation {a : H →ₗ⋆[ℂ] A} (ha : IsCAR a) (f : H) :
    ‖a f‖ = ‖f‖ := by
  -- Pauli exclusion: the anticommutator of `a f` with itself gives `(a f)² = 0`
  have h2 : (2 : ℂ) • (a f * a f) = 0 := by
    rw [two_smul]
    exact ha.anticomm f f
  have hsq : a f * a f = 0 := (smul_eq_zero.1 h2).resolve_left two_ne_zero
  have hi : (inner ℂ f f : ℂ) = ((‖f‖ ^ 2 : ℝ) : ℂ) :=
    (inner_self_eq_norm_sq_to_K (𝕜 := ℂ) f).trans (Complex.ofReal_pow _ _).symm
  have h := ha.anticomm_star f f
  rw [hi] at h
  exact (sq_eq_sq₀ (norm_nonneg _) (norm_nonneg _)).1 (norm_sq_eq_scale hsq h)
```

Here `hsq` is exclusion, `hi` rewrites the inner product as a squared norm, and `sq_eq_sq₀` takes the square root. The creation operator has the same norm because the adjoint preserves norms in a C\*-algebra.

```lean
/-- The creation operator of an orbital `f` has norm exactly `‖f‖`. -/
theorem norm_creation {a : H →ₗ⋆[ℂ] A} (ha : IsCAR a) (f : H) :
    ‖star (a f)‖ = ‖f‖ := by
  rw [norm_star, norm_annihilation ha]
```

The next statement uses the additivity of $a$, which is part of conjugate-linearity. Since $a(f)-a(g)=a(f-g)$, the distance between two annihilation operators is $\|f-g\|$. A small error in the vector $f$ thus produces an error of exactly the same size in its operator. A change of phase counts as such an error, although it leaves the physical state of the orbital unchanged.

```lean
/-- The distance between two annihilation operators equals the distance between
their orbitals. -/
theorem norm_annihilation_sub {a : H →ₗ⋆[ℂ] A} (ha : IsCAR a) (f g : H) :
    ‖a f - a g‖ = ‖f - g‖ := by
  rw [← map_sub, norm_annihilation ha]

end Norm
```

## The two-by-two matrices

The matrices from the beginning are defined as a conjugate-linear map on the orbital space $\mathbb C$, where $\langle f,g\rangle=\bar f g$.

```lean
/-- The annihilation operators of a single fermion mode as two-by-two matrices,
labelled by the complex amplitude `z` of the orbital. -/
noncomputable def oneMode : ℂ →ₗ⋆[ℂ] Matrix (Fin 2) (Fin 2) ℂ where
  toFun z := !![0, starRingEnd ℂ z; 0, 0]
  map_add' x y := by
    ext i j
    fin_cases i <;> fin_cases j <;> simp
  map_smul' c x := by
    ext i j
    fin_cases i <;> fin_cases j <;> simp
```

Checking the relations entry by entry gives $a(f)a(g)=0$ for the first, while the two products in the second are $\mathrm{diag}(\bar fg,0)$ and $\mathrm{diag}(0,\bar fg)$, with sum $\bar fg\,1$. In Lean, `ext` and `fin_cases` reduce the matrix equations to their four entries.

```lean
/-- The single-mode matrices satisfy the canonical anticommutation relations. -/
theorem oneMode_witness : IsCAR oneMode := by
  have h : ∀ z, oneMode z = !![0, starRingEnd ℂ z; 0, 0] := fun _ => rfl
  -- the creation matrix is the conjugate transpose
  have hstar : ∀ z, star (oneMode z) = !![0, 0; z, 0] := by
    intro z
    rw [h]
    ext i j
    fin_cases i <;> fin_cases j <;> simp [Matrix.star_apply]
  constructor
  · intro f g
    rw [h, h]
    ext i j
    fin_cases i <;> fin_cases j <;> simp
  · intro f g
    rw [hstar, h]
    ext i j
    fin_cases i <;> fin_cases j <;> simp
    ring
```

A matrix can carry several norms, so the last theorem selects the operator norm by opening `Matrix.Norms.L2Operator`. The value $|z|$ then follows from the general theorem.

```lean
open scoped Matrix.Norms.L2Operator in
/-- The single-mode annihilation matrix with amplitude `z` has operator norm `‖z‖`. -/
theorem norm_oneMode (z : ℂ) : ‖oneMode z‖ = ‖z‖ :=
  norm_annihilation oneMode_witness z

end FermionOperatorNorm
```

```lean
#print axioms FermionOperatorNorm.norm_creation
#print axioms FermionOperatorNorm.norm_annihilation_sub
#print axioms FermionOperatorNorm.norm_oneMode
```

```
'FermionOperatorNorm.norm_creation' depends on axioms: [propext, Classical.choice, Quot.sound]
'FermionOperatorNorm.norm_annihilation_sub' depends on axioms: [propext, Classical.choice, Quot.sound]
'FermionOperatorNorm.norm_oneMode' depends on axioms: [propext, Classical.choice, Quot.sound]
```

## Norms in second-quantised calculations

In an orthonormal orbital basis, write $a_p$ for the annihilation operator of basis orbital $p$. Each $a_p$ has norm $1$, so a one-body Hamiltonian on finitely many orbitals with coefficients $h_{pq}$ obeys

$$\Big\|\sum_{pq}h_{pq}\,a_p^*a_q\Big\|\le\sum_{pq}|h_{pq}|.$$

Bounds of this type, extended to two-body terms, enter error estimates for simulating finite-basis electronic Hamiltonians on a quantum computer.

For a linear combination of annihilation operators, the exact norm improves on the triangle inequality. The operator $\sum_p\bar c_p a_p$ belongs to the orbital with coefficients $c_p$, so its norm is $\big(\sum_p|c_p|^2\big)^{1/2}$ and not merely at most $\sum_p|c_p|$. With $M$ equal coefficients $1/\sqrt M$, the exact value is $1$, whereas the triangle inequality gives $\sqrt M$. In a nonorthogonal basis with overlap matrix $S$, the norm is $\sqrt{c^\dagger Sc}$.

The formula also provides a quick check on the scale, though not the signs, of Jordan–Wigner matrices built in code. For $M$ modes, each $a_p$ is a $2^M\times2^M$ matrix whose largest singular value should be $1$. If the dense array `ap` holds this matrix, NumPy computes that value as `np.linalg.norm(ap, 2)`. The call `np.linalg.norm(ap)` returns the Frobenius norm, which is $2^{(M-1)/2}$ for the same matrix. The two agree for $M=1$, so a test on one mode does not reveal which norm was computed.
